# For a Hermitian operator in finite dimension, the energies of two unit vectors differ by at most the spectral width times $\sqrt{1-|\text{overlap}|^2}$

## Close states with distant energies

Suppose two normalised states have squared overlap $0.99$. Reading the missing one per cent as an energy error of at most one per cent of the spectral width is wrong in general: the energies can differ by a tenth of the width. The one per cent estimate is correct if one of the states is an eigenstate, because the first-order term then vanishes. For two arbitrary states that term can survive, and the energy difference is controlled by the square root of the missing weight.

This matters when two approximate wavefunctions are compared through their overlap, for instance two trial states in a variational calculation with a Hermitian Hamiltonian matrix in a finite basis.

## The bound and its Lean form

Let $H$ be Hermitian on a finite-dimensional complex inner product space, with lowest eigenvalue $E_0$ and highest eigenvalue $M$. Write $\mathcal E(z)=\mathrm{Re}\,\langle z,Hz\rangle$. For all unit vectors $x,y$,

$$|\mathcal E(x)-\mathcal E(y)|\le (M-E_0)\sqrt{1-|\langle x,y\rangle|^2}.$$

No gap between levels is assumed, and neither vector need be an eigenvector.

This is `energy_difference_le`. The space is `V`, the operator is a linear map `H` on all of `V`, and `H.IsSymmetric` says that it is Hermitian. The inner product is conjugate-linear in its first argument. The function `energy H` is $\mathcal E$, and `energyLevels H` is the set of real eigenvalues; `IsLeast` and `IsGreatest` make $E_0$ and $M$ its extreme elements.

The variant `energy_difference_of_form_bounds` holds in any dimension, but it assumes $E_0\|z\|^2\le\mathcal E(z)\le M\|z\|^2$ for every $z$. This stands for an energy bounded on both sides, so unbounded Hamiltonians, such as one with the full kinetic energy operator, are not covered.

## From the spectrum to a matrix element

Let $e_i$ be an orthonormal eigenbasis with eigenvalues $\lambda_i$. Then

$$\mathcal E(z)=\sum_i\lambda_i|\langle e_i,z\rangle|^2,\qquad \|z\|^2=\sum_i|\langle e_i,z\rangle|^2.$$

Since $E_0\le\lambda_i\le M$, it follows that $E_0\|z\|^2\le\mathcal E(z)\le M\|z\|^2$.

Now take $u,v$ with $\mathrm{Re}\,\langle u,v\rangle=0$. If either is zero, then $\mathrm{Re}\,\langle u,Hv\rangle=0$. Otherwise set $p=\|u\|\|v\|$ and $w_\pm=\|v\|u\pm\|u\|v$. The cross term in the norm vanishes, so $\|w_\pm\|^2=2p^2$. Hermiticity makes the two cross terms in the energy equal, hence

$$\mathcal E(w_+)-\mathcal E(w_-)=4p\,\mathrm{Re}\,\langle u,Hv\rangle.$$

Both energies lie between $2p^2E_0$ and $2p^2M$, so the left side is at most $2p^2(M-E_0)$ in modulus. Dividing by $4p$ gives

$$|\mathrm{Re}\,\langle u,Hv\rangle|\le\tfrac12(M-E_0)\|u\|\|v\|.$$

## From the matrix element to the energy difference

Put $s=|\langle x,y\rangle|$. Choose $c$ with $|c|=1$ and $c\langle x,y\rangle=s$, taking $c=1$ if the overlap is zero, and let $z=cy$. Then $\|z\|=1$, $\langle x,z\rangle=s$ and $\mathcal E(z)=|c|^2\mathcal E(y)=\mathcal E(y)$. Because $\mathrm{Re}\,\langle x,Hz\rangle=\mathrm{Re}\,\langle z,Hx\rangle$,

$$\mathcal E(x)-\mathcal E(z)=\mathrm{Re}\,\langle x-z,H(x+z)\rangle.$$

The same identity with $H$ replaced by the identity operator gives $\mathrm{Re}\,\langle x-z,x+z\rangle=\|x\|^2-\|z\|^2=0$, so the matrix-element bound applies. Finally, $\|x\pm z\|^2=2\pm2s$, so $\|x-z\|\|x+z\|=2\sqrt{1-s^2}$, and the result follows.

## An overlap bound and the case of equality

If $E_0<M$, dividing by the width and squaring gives

$$|\langle x,y\rangle|^2\le1-\left(\frac{\mathcal E(x)-\mathcal E(y)}{M-E_0}\right)^2.$$

Two states whose energies differ by nearly the full spectral width therefore have a small overlap.

For equality, let $u,v$ be orthonormal eigenvectors with energies $E_0\le M$, and take

$$x=\cos\theta\,u+\sin\theta\,v,\qquad y=\sin\theta\,u+\cos\theta\,v.$$

Both have norm one and their overlap is $2\sin\theta\cos\theta=\sin2\theta$. Their energy difference is $(M-E_0)(\sin^2\theta-\cos^2\theta)$, whose modulus is $(M-E_0)|\cos2\theta|=(M-E_0)\sqrt{1-\sin^22\theta}$.

## A non-Hermitian counter-example

Let $H=\begin{pmatrix}0&1\\0&0\end{pmatrix}$. Its only eigenvalue is $0$, so $E_0=M=0$ and the bound would force all energies to agree. But $x=(1,1)/\sqrt2$ has $\mathcal E(x)=\tfrac12$, while $y=(1,0)$ has $\mathcal E(y)=0$. Without Hermiticity, the eigenvalues need not confine the expectation values. This example and the eigenstate estimate in the first paragraph are not part of the Lean file.

## The complete Lean file

```lean
import Mathlib

open scoped InnerProductSpace

namespace EnergyDifferenceFromOverlap

noncomputable section

variable {V : Type*} [NormedAddCommGroup V] [InnerProductSpace ℂ V]

/-- The real part of `⟨x, H x⟩`. For Hermitian `H` and a unit vector `x` this is the energy
expectation value. -/
def energy (H : V →ₗ[ℂ] V) (x : V) : ℝ := (⟪x, H x⟫_ℂ).re

/-- The energy levels of `H`: its real eigenvalues. -/
def energyLevels (H : V →ₗ[ℂ] V) : Set ℝ :=
  {μ | Module.End.HasEigenvalue H (μ : ℂ)}

/-- The real part of a matrix element of a Hermitian operator is symmetric in the two states. -/
theorem re_matrixElement_symm {H : V →ₗ[ℂ] V} (hH : H.IsSymmetric) (x y : V) :
    (⟪x, H y⟫_ℂ).re = (⟪y, H x⟫_ℂ).re := by
  rw [← hH x y, ← inner_conj_symm (H x) y, Complex.conj_re]

/-- The energy of a real superposition is the sum of two weighted energies and an
interference term. -/
theorem energy_superposition {H : V →ₗ[ℂ] V} (hH : H.IsSymmetric) (a b : ℝ) (u v : V) :
    energy H ((a : ℂ) • u + (b : ℂ) • v) =
      a ^ 2 * energy H u + b ^ 2 * energy H v + 2 * a * b * (⟪u, H v⟫_ℂ).re := by
  have h := re_matrixElement_symm hH u v
  simp only [energy, map_add, map_smul, inner_add_left, inner_add_right, inner_smul_left,
    inner_smul_right, Complex.conj_ofReal, Complex.add_re, Complex.re_ofReal_mul]
  linear_combination (-(a * b)) * h

/-- The squared norm of a real superposition of two vectors. -/
theorem norm_sq_superposition (a b : ℝ) (u v : V) :
    ‖(a : ℂ) • u + (b : ℂ) • v‖ ^ 2 =
      a ^ 2 * ‖u‖ ^ 2 + b ^ 2 * ‖v‖ ^ 2 + 2 * a * b * (⟪u, v⟫_ℂ).re := by
  have hid : ∀ w : V, energy LinearMap.id w = ‖w‖ ^ 2 :=
    fun w => inner_self_eq_norm_sq (𝕜 := ℂ) w
  have h := energy_superposition (H := (LinearMap.id : V →ₗ[ℂ] V)) (fun _ _ => rfl) a b u v
  simpa only [hid, LinearMap.id_apply] using h

/-- If the energy form of a Hermitian `H` lies between `E0 ‖z‖²` and `M ‖z‖²`, the real part of the
matrix element between two vectors whose overlap has zero real part is, in absolute value, at most
`(M - E0) / 2` times the product of their norms. -/
theorem matrixElement_bound {H : V →ₗ[ℂ] V} (hH : H.IsSymmetric) {E0 M : ℝ}
    (hlo : ∀ z, E0 * ‖z‖ ^ 2 ≤ energy H z) (hhi : ∀ z, energy H z ≤ M * ‖z‖ ^ 2)
    {u v : V} (huv : (⟪u, v⟫_ℂ).re = 0) :
    |(⟪u, H v⟫_ℂ).re| ≤ (M - E0) / 2 * (‖u‖ * ‖v‖) := by
  rcases eq_or_ne u 0 with rfl | hu
  · simp
  rcases eq_or_ne v 0 with rfl | hv
  · simp
  have hpos : 0 < ‖u‖ * ‖v‖ := mul_pos (norm_pos_iff.mpr hu) (norm_pos_iff.mpr hv)
  have key : ∀ a b : ℝ,
      E0 * (a ^ 2 * ‖u‖ ^ 2 + b ^ 2 * ‖v‖ ^ 2) ≤
        a ^ 2 * energy H u + b ^ 2 * energy H v + 2 * a * b * (⟪u, H v⟫_ℂ).re ∧
      a ^ 2 * energy H u + b ^ 2 * energy H v + 2 * a * b * (⟪u, H v⟫_ℂ).re ≤
        M * (a ^ 2 * ‖u‖ ^ 2 + b ^ 2 * ‖v‖ ^ 2) := by
    intro a b
    have h1 := hlo ((a : ℂ) • u + (b : ℂ) • v)
    have h2 := hhi ((a : ℂ) • u + (b : ℂ) • v)
    rw [energy_superposition hH, norm_sq_superposition, huv, mul_zero, add_zero] at h1 h2
    exact ⟨h1, h2⟩
  -- polarization with both vectors rescaled to the same length
  obtain ⟨l1, h1⟩ := key ‖v‖ ‖u‖
  obtain ⟨l2, h2⟩ := key ‖v‖ (-‖u‖)
  rw [abs_le]
  constructor
  · refine le_of_mul_le_mul_left ?_ hpos
    nlinarith [l1, h2]
  · refine le_of_mul_le_mul_left ?_ hpos
    nlinarith [l2, h1]

/-- A global phase does not change the energy. -/
theorem energy_phase (H : V →ₗ[ℂ] V) {c : ℂ} (hc : ‖c‖ = 1) (y : V) :
    energy H (c • y) = energy H y := by
  unfold energy
  rw [map_smul, inner_smul_left, inner_smul_right, ← mul_assoc,
    ← Complex.normSq_eq_conj_mul_self, Complex.normSq_eq_norm_sq, hc]
  simp

/-- In any dimension, if the energy form lies between `E0` and `M`, the energies of two unit
vectors differ by at most `(M - E0) √(1 - |⟨x, y⟩|²)`. -/
theorem energy_difference_of_form_bounds {H : V →ₗ[ℂ] V} (hH : H.IsSymmetric) {E0 M : ℝ}
    (hlo : ∀ z, E0 * ‖z‖ ^ 2 ≤ energy H z) (hhi : ∀ z, energy H z ≤ M * ‖z‖ ^ 2)
    {x y : V} (hx : ‖x‖ = 1) (hy : ‖y‖ = 1) :
    |energy H x - energy H y| ≤ (M - E0) * √(1 - ‖⟪x, y⟫_ℂ‖ ^ 2) := by
  -- choose the phase of y that makes the overlap real and nonnegative
  obtain ⟨c, hc, hcs⟩ : ∃ c : ℂ, ‖c‖ = 1 ∧ c * ⟪x, y⟫_ℂ = (‖⟪x, y⟫_ℂ‖ : ℂ) := by
    by_cases hs : ⟪x, y⟫_ℂ = 0
    · exact ⟨1, by simp, by simp [hs]⟩
    · refine ⟨(‖⟪x, y⟫_ℂ‖ : ℂ) / ⟪x, y⟫_ℂ, ?_, by field_simp⟩
      rw [norm_div, Complex.norm_real, norm_norm, div_self (norm_ne_zero_iff.mpr hs)]
  obtain ⟨z, hz⟩ : ∃ z, z = c • y := ⟨_, rfl⟩
  have hzn : ‖z‖ = 1 := by rw [hz, norm_smul, hc, hy, one_mul]
  have hxz : (⟪x, z⟫_ℂ).re = ‖⟪x, y⟫_ℂ‖ := by
    rw [hz, inner_smul_right, hcs, Complex.ofReal_re]
  have hp : ‖x + z‖ ^ 2 = ‖x‖ ^ 2 + 2 * (⟪x, z⟫_ℂ).re + ‖z‖ ^ 2 := norm_add_sq (𝕜 := ℂ) x z
  have hm : ‖x - z‖ ^ 2 = ‖x‖ ^ 2 - 2 * (⟪x, z⟫_ℂ).re + ‖z‖ ^ 2 := norm_sub_sq (𝕜 := ℂ) x z
  -- the energy difference is the real part of a matrix element between x - z and x + z
  have hdiff : ∀ {A : V →ₗ[ℂ] V}, A.IsSymmetric →
      energy A x - energy A z = (⟪x - z, A (x + z)⟫_ℂ).re := by
    intro A hA
    have h := re_matrixElement_symm hA x z
    simp only [energy, map_add, inner_add_right, inner_sub_left, Complex.add_re, Complex.sub_re]
    linarith
  have horth : (⟪x - z, x + z⟫_ℂ).re = 0 := by
    have h := hdiff (A := LinearMap.id) (fun _ _ => rfl)
    have h1 : energy LinearMap.id x = ‖x‖ ^ 2 := inner_self_eq_norm_sq (𝕜 := ℂ) x
    have h2 : energy LinearMap.id z = ‖z‖ ^ 2 := inner_self_eq_norm_sq (𝕜 := ℂ) z
    rw [h1, h2, hx, hzn, sub_self, LinearMap.id_apply] at h
    exact h.symm
  have hroot : ‖x - z‖ * ‖x + z‖ / 2 ≤ √(1 - ‖⟪x, y⟫_ℂ‖ ^ 2) := by
    apply Real.le_sqrt_of_sq_le
    rw [div_pow, mul_pow, hp, hm, hx, hzn, hxz]
    apply le_of_eq
    ring
  have hwidth : 0 ≤ M - E0 := by
    have h1 := hlo x
    have h2 := hhi x
    rw [hx] at h1 h2
    linarith
  rw [← energy_phase H hc y, ← hz, hdiff hH]
  calc |(⟪x - z, H (x + z)⟫_ℂ).re|
      ≤ (M - E0) / 2 * (‖x - z‖ * ‖x + z‖) := matrixElement_bound hH hlo hhi horth
    _ = (M - E0) * (‖x - z‖ * ‖x + z‖ / 2) := by ring
    _ ≤ _ := mul_le_mul_of_nonneg_left hroot hwidth

/-- For a Hermitian `H` in finite dimension, if `E0` is a lower bound and `M` an upper bound of the
energy levels, the energy form lies between `E0 ‖z‖²` and `M ‖z‖²`. -/
theorem energy_form_bounds [FiniteDimensional ℂ V] {H : V →ₗ[ℂ] V} (hH : H.IsSymmetric)
    {E0 M : ℝ} (h0 : E0 ∈ lowerBounds (energyLevels H)) (hM : M ∈ upperBounds (energyLevels H))
    (z : V) : E0 * ‖z‖ ^ 2 ≤ energy H z ∧ energy H z ≤ M * ‖z‖ ^ 2 := by
  obtain ⟨n, hn⟩ : ∃ n, Module.finrank ℂ V = n := ⟨_, rfl⟩
  have hev : ∀ i, hH.eigenvalues hn i ∈ energyLevels H :=
    fun i => hH.hasEigenvalue_eigenvalues hn i
  have happ : ∀ i, H (hH.eigenvectorBasis hn i) =
      ((hH.eigenvalues hn i : ℝ) : ℂ) • hH.eigenvectorBasis hn i :=
    fun i => hH.apply_eigenvectorBasis hn i
  -- expand the energy and the norm in the eigenbasis
  have hE : energy H z =
      ∑ i, hH.eigenvalues hn i * ‖⟪hH.eigenvectorBasis hn i, z⟫_ℂ‖ ^ 2 := by
    unfold energy
    rw [← (hH.eigenvectorBasis hn).sum_inner_mul_inner z (H z), Complex.re_sum]
    refine Finset.sum_congr rfl fun i _ => ?_
    rw [← hH (hH.eigenvectorBasis hn i) z, happ i, inner_smul_left, Complex.conj_ofReal,
      ← inner_conj_symm z (hH.eigenvectorBasis hn i), mul_left_comm,
      ← Complex.normSq_eq_conj_mul_self, Complex.re_ofReal_mul, Complex.ofReal_re,
      Complex.normSq_eq_norm_sq]
  have hN : ‖z‖ ^ 2 = ∑ i, ‖⟪hH.eigenvectorBasis hn i, z⟫_ℂ‖ ^ 2 :=
    ((hH.eigenvectorBasis hn).sum_sq_norm_inner_right z).symm
  rw [hE, hN, Finset.mul_sum, Finset.mul_sum]
  exact ⟨Finset.sum_le_sum fun i _ => mul_le_mul_of_nonneg_right (h0 (hev i)) (sq_nonneg _),
    Finset.sum_le_sum fun i _ => mul_le_mul_of_nonneg_right (hM (hev i)) (sq_nonneg _)⟩

/-- For a Hermitian `H` in finite dimension with lowest level `E0` and highest level `M`, the
energies of two unit vectors differ by at most `(M - E0) √(1 - |⟨x, y⟩|²)`. -/
theorem energy_difference_le [FiniteDimensional ℂ V] {H : V →ₗ[ℂ] V} (hH : H.IsSymmetric)
    {E0 M : ℝ} (h0 : IsLeast (energyLevels H) E0) (hM : IsGreatest (energyLevels H) M)
    {x y : V} (hx : ‖x‖ = 1) (hy : ‖y‖ = 1) :
    |energy H x - energy H y| ≤ (M - E0) * √(1 - ‖⟪x, y⟫_ℂ‖ ^ 2) :=
  energy_difference_of_form_bounds hH (fun z => (energy_form_bounds hH h0.2 hM.2 z).1)
    (fun z => (energy_form_bounds hH h0.2 hM.2 z).2) hx hy

/-- For a Hermitian `H` in finite dimension with lowest level `E0` and highest level `M`, where `E0
< M`, the squared overlap of two unit vectors is at most one minus the square of their energy
difference in units of `M - E0`. -/
theorem overlap_sq_le [FiniteDimensional ℂ V] {H : V →ₗ[ℂ] V} (hH : H.IsSymmetric)
    {E0 M : ℝ} (h0 : IsLeast (energyLevels H) E0) (hM : IsGreatest (energyLevels H) M)
    (hlt : E0 < M) {x y : V} (hx : ‖x‖ = 1) (hy : ‖y‖ = 1) :
    ‖⟪x, y⟫_ℂ‖ ^ 2 ≤ 1 - ((energy H x - energy H y) / (M - E0)) ^ 2 := by
  have hw : 0 < M - E0 := sub_pos.mpr hlt
  have hcs : ‖⟪x, y⟫_ℂ‖ ≤ 1 := by
    have h := norm_inner_le_norm (𝕜 := ℂ) x y
    rwa [hx, hy, one_mul] at h
  have hn : 0 ≤ 1 - ‖⟪x, y⟫_ℂ‖ ^ 2 := by nlinarith [norm_nonneg (⟪x, y⟫_ℂ)]
  have hs : |(energy H x - energy H y) / (M - E0)| ≤ √(1 - ‖⟪x, y⟫_ℂ‖ ^ 2) := by
    rw [abs_div, abs_of_pos hw, div_le_iff₀ hw, mul_comm]
    exact energy_difference_le hH h0 hM hx hy
  have h2 := pow_le_pow_left₀ (abs_nonneg _) hs 2
  rw [sq_abs, Real.sq_sqrt hn] at h2
  linarith

/-- For orthonormal eigenvectors `u`, `v` of a Hermitian `H` with eigenvalues `E0 ≤ M`, and every
`θ`, the vectors `x = cos θ u + sin θ v` and `y = sin θ u + cos θ v` have norm one and their
energies differ by exactly `(M - E0) √(1 - |⟨x, y⟩|²)`. -/
theorem energy_difference_sharp {H : V →ₗ[ℂ] V} (hH : H.IsSymmetric) {E0 M : ℝ} (hle : E0 ≤ M)
    {u v : V} (hu : ‖u‖ = 1) (hv : ‖v‖ = 1) (huv : ⟪u, v⟫_ℂ = 0)
    (hHu : H u = (E0 : ℂ) • u) (hHv : H v = (M : ℂ) • v) (θ : ℝ) {x y : V}
    (hx : x = (Real.cos θ : ℂ) • u + (Real.sin θ : ℂ) • v)
    (hy : y = (Real.sin θ : ℂ) • u + (Real.cos θ : ℂ) • v) :
    ‖x‖ = 1 ∧ ‖y‖ = 1 ∧
      |energy H x - energy H y| = (M - E0) * √(1 - ‖⟪x, y⟫_ℂ‖ ^ 2) := by
  have ht := Real.sin_sq_add_cos_sq θ
  have huu : ⟪u, u⟫_ℂ = 1 := by simp [inner_self_eq_norm_sq_to_K, hu]
  have hvv : ⟪v, v⟫_ℂ = 1 := by simp [inner_self_eq_norm_sq_to_K, hv]
  have hvu : ⟪v, u⟫_ℂ = 0 := inner_eq_zero_symm.mp huv
  have eu : energy H u = E0 := by
    rw [energy, hHu, inner_smul_right, huu, mul_one, Complex.ofReal_re]
  have ev : energy H v = M := by
    rw [energy, hHv, inner_smul_right, hvv, mul_one, Complex.ofReal_re]
  have euv : (⟪u, H v⟫_ℂ).re = 0 := by
    rw [hHv, inner_smul_right, huv, mul_zero, Complex.zero_re]
  have hov : ⟪x, y⟫_ℂ = ((2 * Real.sin θ * Real.cos θ : ℝ) : ℂ) := by
    rw [hx, hy]
    simp only [inner_add_left, inner_add_right, inner_smul_left, inner_smul_right,
      Complex.conj_ofReal, huu, hvv, huv, hvu]
    push_cast
    ring
  refine ⟨?_, ?_, ?_⟩
  · refine (pow_eq_one_iff_of_nonneg (norm_nonneg _) two_ne_zero).mp ?_
    rw [hx, norm_sq_superposition, hu, hv, huv, Complex.zero_re]
    linarith
  · refine (pow_eq_one_iff_of_nonneg (norm_nonneg _) two_ne_zero).mp ?_
    rw [hy, norm_sq_superposition, hu, hv, huv, Complex.zero_re]
    linarith
  · -- both sides equal (M - E0) times |sin² θ - cos² θ|
    have hd : energy H x - energy H y =
        (M - E0) * (Real.sin θ ^ 2 - Real.cos θ ^ 2) := by
      rw [hx, hy, energy_superposition hH, energy_superposition hH, eu, ev, euv]
      ring
    have hr : 1 - (2 * Real.sin θ * Real.cos θ) ^ 2 =
        (Real.sin θ ^ 2 - Real.cos θ ^ 2) ^ 2 := by
      linear_combination (-(Real.sin θ ^ 2 + Real.cos θ ^ 2 + 1)) * ht
    rw [hd, hov, Complex.norm_real, Real.norm_eq_abs, sq_abs, hr, Real.sqrt_sq_eq_abs,
      abs_mul, abs_of_nonneg (sub_nonneg.mpr hle)]

end

end EnergyDifferenceFromOverlap
```

```lean
#print axioms EnergyDifferenceFromOverlap.energy_difference_le
#print axioms EnergyDifferenceFromOverlap.overlap_sq_le
#print axioms EnergyDifferenceFromOverlap.energy_difference_sharp
```

```
'EnergyDifferenceFromOverlap.energy_difference_le' depends on axioms: [propext, Classical.choice, Quot.sound]
'EnergyDifferenceFromOverlap.overlap_sq_le' depends on axioms: [propext, Classical.choice, Quot.sound]
'EnergyDifferenceFromOverlap.energy_difference_sharp' depends on axioms: [propext, Classical.choice, Quot.sound]
```

## How the Lean proof follows the derivation

`energy_superposition` expands $\mathcal E(au+bv)$ for real $a,b$, using `re_matrixElement_symm` to merge the cross terms. Applied to the identity operator, it yields `norm_sq_superposition`.

In `matrixElement_bound`, the statement `key` records the form bounds for $au+bv$. It is used with coefficients `‖v‖` and `±‖u‖`, which are those of $w_\pm$. Each `nlinarith` call combines a lower bound for one vector with an upper bound for the other, after `le_of_mul_le_mul_left` has reduced the goal to an inequality multiplied by $p$.

`energy_difference_of_form_bounds` constructs the phase `c` and the vector `z`; `energy_phase` shows that the energy is unchanged. The identity `hdiff` is stated for any symmetric `A`, so it serves both for `H` and for the identity operator, where it gives `horth`. The norm product is handled by `hroot`, and the closing `calc` block assembles the estimate.

`energy_form_bounds` carries out the eigenbasis expansion and compares the sums term by term. `energy_difference_le` supplies these bounds to the general theorem, and `overlap_sq_le` divides and squares. In `energy_difference_sharp`, `hov` computes the overlap, `hd` the energy difference, and `hr` the trigonometric identity that makes the two sides equal.
